# Classical statistics makes a single self-consistent phonon with quartic hardening too soft

## A mode stiffened by its own fluctuations

Consider one vibrational coordinate $x$ in the potential $V(x)=\tfrac12 kx^2+\tfrac14 bx^4$ with $b>0$. If $k<0$, the harmonic approximation about $x=0$ predicts an unstable mode. Thermal motion can nevertheless stabilise it, because the displaced coordinate feels the quartic wall. The self-consistent phonon approximation replaces $V$ by a harmonic potential whose force constant $K$ is the average curvature $\langle V''\rangle=k+3b\langle x^2\rangle$. The average is taken in the thermal state of that same harmonic potential, so $K$ appears on both sides:

$$K=k+3b\,s(K),$$

where $s(K)$ is the mean-square displacement of a harmonic mode with force constant $K$.

The displacement may be computed with quantum or with classical statistics. With $\hbar$, the mass and $k_B$ set to one, and temperature $T>0$,

$$s_q(K)=\frac{\coth(\sqrt K/(2T))}{2\sqrt K},\qquad s_c(K)=\frac TK .$$

Classical molecular dynamics also uses classical statistics, but it samples the full potential $V$ rather than a self-consistent harmonic one, so its fluctuations are not exactly $s_c$. Within the self-consistent one-mode model, the error that classical statistics makes in the effective force constant has a definite sign and an explicit bound.

## The statement and its Lean form

For every real $k$ and all $b,T>0$, the quantum equation has exactly one positive solution $K_q$, the classical equation has exactly one positive solution $K_c$, and

$$0<K_q-K_c<\frac{b}{4T}.$$

With the constants restored, the bound is $\hbar^2b/(4mk_BT)$, where $m$ is the mass. It is informative at high temperature: as $T\to0$ it diverges, while the gap itself stays finite.

In the Lean theorem `classical_mode_too_soft`, the functions `quantumMSD T` and `classicalMSD T` are $s_q$ and $s_c$, with $\coth$ written as cosh over sinh. The predicate `IsSelfConsistent s k b K` says that $K>0$ and $K=k+3b\,s(K)$. The symbol `∃!` means that exactly one such $K$ exists, and the last clause gives the two inequalities for any quantum solution `Kq` and any classical solution `Kc`.

The hypothesis $b>0$ says that the quartic term hardens the mode and keeps the potential bounded below. If $b\le0$ and $k\le0$, the right-hand side of either equation is never positive, so there is no solution to compare.

The displacement formulas and the self-consistency equation enter as definitions; they are not derived from a Hamiltonian. The harmonic potential is centred at $x=0$ throughout. For $k<0$ a displaced centre can have the lower free energy, so $K>0$ alone does not show that $x=0$ is the preferred position. The model has no cubic term and no coupling between modes, and "too soft" compares two self-consistent force constants, not either of them with the exact anharmonic oscillator.

## Comparing the displacements at equal stiffness

In this section $x$ is a plain real variable, not the vibrational coordinate. Let $f(x)=x\cosh x-\sinh x$. Then $f(0)=0$ and $f'(x)=x\sinh x>0$ for $x>0$, so $f(x)>0$ there. Next let $g(x)=(3+x^2)\sinh x-3x\cosh x$. Again $g(0)=0$, and

$$g'(x)=x^2\cosh x-x\sinh x=x f(x)>0,$$

so $g(x)>0$. Dividing $f>0$ by $x\sinh x$ and $g>0$ by $3x\sinh x$ gives

$$\frac1x<\coth x<\frac1x+\frac x3\qquad(x>0).$$

Put $x=\sqrt K/(2T)$ and divide by $2\sqrt K$:

$$\frac TK<s_q(K)<\frac TK+\frac1{12T}.\tag{1}$$

Moreover, $s_q$ is strictly decreasing. For $0<x<y$,

$$\coth x-\coth y=\frac{\sinh(y-x)}{\sinh x\,\sinh y}>0,$$

and the other positive factor, $1/(2\sqrt K)$, also decreases with $K$.

## Solving the two equations

Multiplied by $K$, the classical equation becomes $K^2-kK-3bT=0$. Its roots have the negative product $-3bT$, so exactly one is positive:

$$K_c=\frac{k+\sqrt{k^2+12bT}}2.$$

For the quantum equation, let $R(K)=K-k-3b\,s_q(K)$ and $\delta=b/(4T)$. By (1) and the classical equation,

$$R(K_c)=3b\left(\frac T{K_c}-s_q(K_c)\right)<0.$$

At the other end the upper bound in (1) contributes $3b/(12T)=\delta$, which cancels the shift:

$$R(K_c+\delta)>K_c-k-\frac{3bT}{K_c+\delta}>K_c-k-\frac{3bT}{K_c}=0.$$

Since $R$ is continuous, it vanishes somewhere between these points. Since $s_q$ decreases, $R$ increases strictly, and the zero is unique.

## The gap and its feedback factor

Subtract the classical equation from the quantum one, then add and subtract $T/K_q$:

$$K_q-K_c=3b\left(s_q(K_q)-\frac T{K_q}\right)-3bT\left(\frac1{K_c}-\frac1{K_q}\right).$$

The last bracket equals $(K_q-K_c)/(K_qK_c)$. Moving that term to the left and using (1),

$$0<(K_q-K_c)\left(1+\frac{3bT}{K_qK_c}\right)=3b\left(s_q(K_q)-\frac T{K_q}\right)<\frac b{4T}.$$

The factor in parentheses exceeds one, so the stated bounds follow. It expresses feedback: a stiffer mode fluctuates less, which reduces the stiffening.

Subtracting the equations without rearranging gives $s_q(K_q)-s_c(K_c)=(K_q-K_c)/(3b)$, which therefore lies between $0$ and $1/(12T)$. The quantum mode is stiffer and still has the larger displacement.

## An unstable harmonic mode in numbers

Take $k=-2$ and $b=T=1$. Then $K_c=(-2+\sqrt{16})/2=1$, and the theorem places $K_q$ between $1$ and $1.25$.

Replacing $s_q$ by its upper bound in (1) gives $K=-1.75+3/K$, whose positive root $1.0655$ lies slightly above $K_q$. Evaluating the residual nearby gives $R(1.064)\approx-0.001$ and $R(1.065)\approx0.002$, so $K_q\approx1.0643$. The gap is about $0.0643$. Multiplied by the feedback factor, about $3.82$, it becomes about $0.246$, close to the bound $0.25$.

## The Lean file

```lean
import Mathlib

noncomputable section

namespace SelfConsistentPhonon

/-- Quantum thermal mean-square displacement `coth(√K / (2T)) / (2√K)` of a harmonic mode with
force constant `K > 0` at temperature `T > 0`, in units where ħ, the mass and k_B are one. -/
def quantumMSD (T K : ℝ) : ℝ :=
  Real.cosh (√K / (2 * T)) / Real.sinh (√K / (2 * T)) / (2 * √K)

/-- Classical thermal mean-square displacement `T / K`, at temperature `T > 0` and in units where
k_B is one, of a harmonic mode with force constant `K > 0`. -/
def classicalMSD (T K : ℝ) : ℝ := T / K

/-- `K` is a positive force constant that solves the self-consistent phonon equation
`K = k + 3 b s(K)` for the displacement function `s`. -/
def IsSelfConsistent (s : ℝ → ℝ) (k b K : ℝ) : Prop :=
  0 < K ∧ K = k + 3 * b * s K

/-- For `x > 0` the hyperbolic cotangent lies strictly between `1/x` and `1/x + x/3`. -/
theorem coth_bounds {x : ℝ} (hx : 0 < x) :
    1 / x < Real.cosh x / Real.sinh x ∧ Real.cosh x / Real.sinh x < 1 / x + x / 3 := by
  -- a function that starts at zero and has positive slope is positive
  have grow : ∀ f f' : ℝ → ℝ, f 0 = 0 → (∀ y, HasDerivAt f (f' y) y) →
      (∀ y, 0 < y → 0 < f' y) → ∀ y, 0 < y → 0 < f y := by
    intro f f' h0 hd hp y hy
    have hm : StrictMonoOn f (Set.Ici 0) :=
      strictMonoOn_of_deriv_pos (convex_Ici 0)
        (fun z _ => (hd z).continuousAt.continuousWithinAt)
        (fun z hz => by
          rw [interior_Ici] at hz
          rw [(hd z).deriv]
          exact hp z hz)
    have h := hm (Set.mem_Ici.2 le_rfl) (Set.mem_Ici.2 hy.le) hy
    rwa [h0] at h
  have h1 : ∀ y : ℝ, 0 < y → 0 < y * Real.cosh y - Real.sinh y :=
    grow (fun y => y * Real.cosh y - Real.sinh y) (fun y => y * Real.sinh y) (by simp)
      (fun y => (((hasDerivAt_id' y).fun_mul (Real.hasDerivAt_cosh y)).fun_sub
        (Real.hasDerivAt_sinh y)).congr_deriv (by ring))
      (fun y hy => mul_pos hy (Real.sinh_pos_iff.2 hy))
  have h2 : ∀ y : ℝ, 0 < y → 0 < (3 + y * y) * Real.sinh y - 3 * (y * Real.cosh y) :=
    grow (fun y => (3 + y * y) * Real.sinh y - 3 * (y * Real.cosh y))
      (fun y => y * (y * Real.cosh y - Real.sinh y)) (by simp)
      (fun y => (((((hasDerivAt_id' y).fun_mul (hasDerivAt_id' y)).const_add 3).fun_mul
        (Real.hasDerivAt_sinh y)).fun_sub
        (((hasDerivAt_id' y).fun_mul (Real.hasDerivAt_cosh y)).const_mul 3)).congr_deriv
          (by ring))
      (fun y hy => mul_pos hy (h1 y hy))
  have hs : 0 < Real.sinh x := Real.sinh_pos_iff.2 hx
  constructor
  · rw [div_lt_div_iff₀ hx hs]
    linarith [h1 x hx]
  · rw [div_add_div _ _ hx.ne' (by norm_num : (3 : ℝ) ≠ 0),
      div_lt_div_iff₀ hs (by positivity)]
    linarith [h2 x hx]

/-- At equal force constant `K > 0` and temperature `T > 0` the quantum displacement exceeds the
classical one, by less than `1/(12T)`. -/
theorem quantumMSD_bounds {T K : ℝ} (hT : 0 < T) (hK : 0 < K) :
    classicalMSD T K < quantumMSD T K ∧
      quantumMSD T K < classicalMSD T K + 1 / (12 * T) := by
  have hw : 0 < √K := Real.sqrt_pos.2 hK
  have hsq : √K ^ 2 = K := Real.sq_sqrt hK.le
  obtain ⟨h1, h2⟩ := coth_bounds (x := √K / (2 * T)) (by positivity)
  have e1 : classicalMSD T K = 1 / (√K / (2 * T)) / (2 * √K) := by
    unfold classicalMSD
    rw [← hsq, Real.sqrt_sq hw.le]
    field_simp
  have e2 : √K / (2 * T) / 3 / (2 * √K) = 1 / (12 * T) := by
    field_simp
    norm_num
  rw [← e2, e1, ← add_div]
  unfold quantumMSD
  exact ⟨div_lt_div_of_pos_right h1 (by positivity),
    div_lt_div_of_pos_right h2 (by positivity)⟩

/-- At fixed temperature `T > 0` a stiffer mode has a strictly smaller quantum displacement. -/
theorem quantumMSD_strictAnti {T K L : ℝ} (hT : 0 < T) (hK : 0 < K) (h : K < L) :
    quantumMSD T L < quantumMSD T K := by
  have hw : 0 < √K := Real.sqrt_pos.2 hK
  have hwl : √K < √L := Real.sqrt_lt_sqrt hK.le h
  have hxy : √K / (2 * T) < √L / (2 * T) := div_lt_div_of_pos_right hwl (by positivity)
  have hx : 0 < √K / (2 * T) := by positivity
  unfold quantumMSD
  generalize √K / (2 * T) = x at *
  generalize √L / (2 * T) = y at *
  have hsx : 0 < Real.sinh x := Real.sinh_pos_iff.2 hx
  have hsy : 0 < Real.sinh y := Real.sinh_pos_iff.2 (hx.trans hxy)
  -- coth decreases because sinh (y - x) is positive
  have hc : Real.cosh y / Real.sinh y < Real.cosh x / Real.sinh x := by
    rw [div_lt_div_iff₀ hsy hsx]
    have hd : 0 < Real.sinh (y - x) := Real.sinh_pos_iff.2 (sub_pos.2 hxy)
    rw [Real.sinh_sub] at hd
    linarith
  have hcx : 0 < Real.cosh x / Real.sinh x := div_pos (Real.cosh_pos x) hsx
  exact (div_lt_div_of_pos_right hc (by linarith)).trans
    (div_lt_div_of_pos_left hcx (by linarith) (by linarith))

/-- For `b, T > 0` the classical self-consistent force constant is exactly
`(k + √(k² + 12 b T)) / 2`. -/
theorem classical_iff {k b T : ℝ} (hb : 0 < b) (hT : 0 < T) (K : ℝ) :
    IsSelfConsistent (classicalMSD T) k b K ↔ K = (k + √(k ^ 2 + 12 * b * T)) / 2 := by
  have hbT : 0 < b * T := mul_pos hb hT
  have hr : √(k ^ 2 + 12 * b * T) ^ 2 = k ^ 2 + 12 * b * T := Real.sq_sqrt (by positivity)
  have hr0 : 0 ≤ √(k ^ 2 + 12 * b * T) := Real.sqrt_nonneg _
  generalize √(k ^ 2 + 12 * b * T) = r at *
  unfold IsSelfConsistent classicalMSD
  constructor
  · rintro ⟨hK, h⟩
    have hp : 0 < 3 * b * (T / K) := by positivity
    have hm : T / K * K = T := div_mul_cancel₀ T hK.ne'
    have hq : K ^ 2 = k * K + 3 * b * T := by linear_combination K * h + 3 * b * hm
    have hz : (2 * K - k - r) * (2 * K - k + r) = 0 := by linear_combination 4 * hq - hr
    rcases mul_eq_zero.1 hz with h0 | h0 <;> linarith
  · intro h
    have hK : 0 < K := by
      have : -k < r := by
        by_contra hn
        nlinarith
      linarith
    refine ⟨hK, ?_⟩
    have hq : K * K = k * K + 3 * b * T := by
      rw [h]
      linear_combination hr / 4
    have hm : T / K * K = T := div_mul_cancel₀ T hK.ne'
    apply mul_right_cancel₀ hK.ne'
    linear_combination hq - 3 * b * hm

/-- For `b, T > 0` and any real `k` the quantum self-consistent equation has exactly one
positive solution. -/
theorem quantum_existsUnique (k : ℝ) {b T : ℝ} (hb : 0 < b) (hT : 0 < T) :
    ∃! K, IsSelfConsistent (quantumMSD T) k b K := by
  obtain ⟨C, hC⟩ : ∃ C, IsSelfConsistent (classicalMSD T) k b C :=
    ⟨_, (classical_iff hb hT _).2 rfl⟩
  obtain ⟨hC0, hC⟩ := hC
  have hg : 0 < b / (4 * T) := by positivity
  have hcont : ContinuousOn (fun K => K - k - 3 * b * quantumMSD T K)
      (Set.Icc C (C + b / (4 * T))) := by
    have hx : Continuous fun K : ℝ => √K / (2 * T) := Real.continuous_sqrt.div_const _
    have hw : ∀ K ∈ Set.Icc C (C + b / (4 * T)), 0 < √K :=
      fun K hK => Real.sqrt_pos.2 (hC0.trans_le hK.1)
    refine (continuousOn_id.sub continuousOn_const).sub (continuousOn_const.mul ?_)
    unfold quantumMSD
    refine ((Real.continuous_cosh.comp hx).continuousOn.div
      (Real.continuous_sinh.comp hx).continuousOn fun K hK => ?_).div
      (continuous_const.mul Real.continuous_sqrt).continuousOn fun K hK => ?_
    · exact (Real.sinh_pos_iff.2 (div_pos (hw K hK) (by positivity))).ne'
    · exact (mul_pos two_pos (hw K hK)).ne'
  -- the residual changes sign between C and C + b/(4T)
  have hlow : C - k - 3 * b * quantumMSD T C ≤ 0 := by
    have := mul_lt_mul_of_pos_left (quantumMSD_bounds hT hC0).1 hb
    linarith
  have hhigh : 0 ≤ C + b / (4 * T) - k - 3 * b * quantumMSD T (C + b / (4 * T)) := by
    have h1 := mul_lt_mul_of_pos_left
      (quantumMSD_bounds hT (show 0 < C + b / (4 * T) by linarith)).2 hb
    have h2 : classicalMSD T (C + b / (4 * T)) < classicalMSD T C :=
      div_lt_div_of_pos_left hT hC0 (by linarith)
    have h3 := mul_lt_mul_of_pos_left h2 hb
    have e : b * (1 / (12 * T)) = b / (4 * T) / 3 := by ring
    rw [mul_add, e] at h1
    linarith
  obtain ⟨K, hK, hK0⟩ := intermediate_value_Icc (by linarith) hcont ⟨hlow, hhigh⟩
  have hKe : K - k - 3 * b * quantumMSD T K = 0 := hK0
  have hKp : 0 < K := hC0.trans_le hK.1
  refine ⟨K, ⟨hKp, by linarith⟩, ?_⟩
  -- uniqueness: the displacement decreases with stiffness
  rintro L ⟨hL, hLe⟩
  rcases lt_trichotomy L K with h | h | h
  · have := mul_lt_mul_of_pos_left (quantumMSD_strictAnti hT hL h) hb
    linarith
  · exact h
  · have := mul_lt_mul_of_pos_left (quantumMSD_strictAnti hT hKp h) hb
    linarith

/-- For `b, T > 0` the gap between the quantum and classical force constants, multiplied by the
feedback factor `1 + 3bT/(Kq Kc)`, is positive and below `b/(4T)`. -/
theorem gap_with_feedback {k b T Kq Kc : ℝ} (hb : 0 < b) (hT : 0 < T)
    (hq : IsSelfConsistent (quantumMSD T) k b Kq)
    (hc : IsSelfConsistent (classicalMSD T) k b Kc) :
    0 < (Kq - Kc) * (1 + 3 * b * T / (Kq * Kc)) ∧
      (Kq - Kc) * (1 + 3 * b * T / (Kq * Kc)) < b / (4 * T) := by
  obtain ⟨hq0, hq⟩ := hq
  obtain ⟨hc0, hc⟩ := hc
  obtain ⟨h1, h2⟩ := quantumMSD_bounds hT hq0
  unfold classicalMSD at hc h1 h2
  have e : (Kq - Kc) * (3 * b * T / (Kq * Kc)) = 3 * b * (T / Kc - T / Kq) := by
    rw [div_sub_div _ _ hc0.ne' hq0.ne']
    ring
  -- subtract the two self-consistency equations
  have key : (Kq - Kc) * (1 + 3 * b * T / (Kq * Kc)) =
      3 * b * (quantumMSD T Kq - T / Kq) := by
    linear_combination e + hq - hc
  have e2 : b / (4 * T) = 3 * b * (1 / (12 * T)) := by ring
  rw [key, e2]
  exact ⟨mul_pos (by positivity) (by linarith),
    mul_lt_mul_of_pos_left (by linarith) (by positivity)⟩

/-- For real `k` and `b, T > 0` the quantum and the classical self-consistent equations each have
exactly one positive solution, and the classical mode is softer by less than `b/(4T)`. -/
theorem classical_mode_too_soft (k : ℝ) {b T : ℝ} (hb : 0 < b) (hT : 0 < T) :
    (∃! Kq, IsSelfConsistent (quantumMSD T) k b Kq) ∧
    (∃! Kc, IsSelfConsistent (classicalMSD T) k b Kc) ∧
    ∀ Kq Kc, IsSelfConsistent (quantumMSD T) k b Kq →
      IsSelfConsistent (classicalMSD T) k b Kc →
      0 < Kq - Kc ∧ Kq - Kc < b / (4 * T) := by
  refine ⟨quantum_existsUnique k hb hT,
    ⟨_, (classical_iff hb hT _).2 rfl, fun K hK => (classical_iff hb hT K).1 hK⟩, ?_⟩
  intro Kq Kc hq hc
  obtain ⟨h1, h2⟩ := gap_with_feedback hb hT hq hc
  have hX : 0 < 3 * b * T / (Kq * Kc) :=
    div_pos (by positivity) (mul_pos hq.1 hc.1)
  have hD : 0 < Kq - Kc := by
    by_contra hn
    have := mul_nonneg (neg_nonneg.2 (not_lt.1 hn))
      (show 0 ≤ 1 + 3 * b * T / (Kq * Kc) by linarith)
    linarith
  have hDX := mul_pos hD hX
  exact ⟨hD, by linarith⟩

/-- For `b, T > 0` the self-consistent quantum displacement exceeds the self-consistent classical
one, by less than `1/(12T)`. -/
theorem selfConsistent_displacement_gap {k b T Kq Kc : ℝ} (hb : 0 < b) (hT : 0 < T)
    (hq : IsSelfConsistent (quantumMSD T) k b Kq)
    (hc : IsSelfConsistent (classicalMSD T) k b Kc) :
    0 < quantumMSD T Kq - classicalMSD T Kc ∧
      quantumMSD T Kq - classicalMSD T Kc < 1 / (12 * T) := by
  obtain ⟨h1, h2⟩ := (classical_mode_too_soft k hb hT).2.2 Kq Kc hq hc
  have e : quantumMSD T Kq - classicalMSD T Kc = (Kq - Kc) / (3 * b) := by
    rw [eq_div_iff (by positivity)]
    linear_combination hc.2 - hq.2
  have e2 : 1 / (12 * T) * (3 * b) = b / (4 * T) := by ring
  rw [e]
  refine ⟨div_pos h1 (by positivity), ?_⟩
  rw [div_lt_iff₀ (by positivity), e2]
  exact h2

end SelfConsistentPhonon
```

```lean
#print axioms SelfConsistentPhonon.classical_mode_too_soft
#print axioms SelfConsistentPhonon.selfConsistent_displacement_gap
```

```
'SelfConsistentPhonon.classical_mode_too_soft' depends on axioms: [propext, Classical.choice, Quot.sound]
'SelfConsistentPhonon.selfConsistent_displacement_gap' depends on axioms: [propext, Classical.choice, Quot.sound]
```

## Reading the proof

In `coth_bounds`, the local result `grow` says that a function starting at zero with positive slope is positive. It is applied first to $f$, giving `h1`, and then to $g$, whose derivative is positive by `h1`. `quantumMSD_bounds` makes the substitution $x=\sqrt K/(2T)$; its equations `e1` and `e2` identify the terms $T/K$ and $1/(12T)$. `quantumMSD_strictAnti` obtains the decrease of $\coth$ from the subtraction formula for $\sinh(y-x)$.

`classical_iff` writes $r$ for the square root and factors the quadratic as $(2K-k-r)(2K-k+r)=0$. Positivity rules out the second factor. The converse checks that the closed form is positive and satisfies the equation.

In `quantum_existsUnique`, `hcont` establishes continuity of $R$, while `hlow` and `hhigh` give its signs at $K_c$ and $K_c+\delta$. The intermediate value theorem supplies the solution. For uniqueness, a second solution `L` is compared with `K` by `lt_trichotomy`, and strict decrease of the displacement excludes both unequal cases.

`gap_with_feedback` contains the subtraction: `e` rewrites the difference of reciprocals, and `key` is the identity with the feedback factor, obtained by `linear_combination` from the two equations. In `classical_mode_too_soft`, a nonpositive gap would make the product with that factor nonpositive, a contradiction. Once the gap is positive, the extra term `hDX` is positive too, and discarding it leaves the upper bound. `selfConsistent_displacement_gap` divides the result by $3b$.
